# The Marcus Barrier as the Lowest Crossing of Two Displaced Harmonic Surfaces

An electron sits on a donor molecule and can move to an acceptor. The surrounding nuclei have one equilibrium arrangement before the transfer and another after it. In the classical picture of electron transfer, the nuclei must first fluctuate to an arrangement where the two electronic states have equal energy. With two or more vibrational modes there are infinitely many such arrangements, and the one that costs the least energy sets the activation energy.

For harmonic modes that keep their force constants during the transfer, this lowest cost depends on only two numbers, the reorganisation energy and the reaction energy.

## Completing the square along the displacement

Label the modes by $i$, and let $q_i$ be the displacement of mode $i$ from the reactant minimum. With force constants $k_i>0$, the reactant energy $R$ and the product energy $P$ are

$$R(q)=\sum_i \tfrac12 k_i q_i^2,\qquad P(q)=\sum_i \tfrac12 k_i (q_i-d_i)^2+\Delta G .$$

Here $d$ is the position of the product minimum and $\Delta G$ is the energy of that minimum relative to the reactant's. Assume $d\neq 0$, and define the reorganisation energy

$$\lambda=\sum_i \tfrac12 k_i d_i^2 .$$

It is positive, because no term is negative and at least one $d_i$ is nonzero. The crossing seam is the set of all $q$ with $R(q)=P(q)$. The claim is that the minimum of $R$ on the seam is attained and equals

$$\frac{(\lambda+\Delta G)^2}{4\lambda},$$

and that it is reached only at $q=\frac{\lambda+\Delta G}{2\lambda}\,d$.

Start with the vertical gap $g(q)=P(q)-R(q)$. The quadratic terms in $q$ cancel:

$$g(q)=\sum_i \tfrac12 k_i\left(d_i^2-2d_iq_i\right)+\Delta G=\lambda+\Delta G-S(q),\qquad S(q)=\sum_i k_i d_i q_i .$$

Fixing the gap therefore fixes the single number $S(q)$.

Next, measure the harmonic energy from a point $x\,d$ on the line through the two minima, with $x$ a real number:

$$R(q-x\,d)=\sum_i\tfrac12 k_i\left(q_i^2-2x\,d_iq_i+x^2d_i^2\right)=R(q)-x\,S(q)+x^2\lambda .$$

Choose $x=S(q)/(2\lambda)$. The last two terms then combine to $-S(q)^2/(4\lambda)$, and rearranging gives

$$R(q)=\frac{S(q)^2}{4\lambda}+R\!\left(q-\frac{S(q)}{2\lambda}\,d\right).$$

Now consider all configurations with a given gap $e$. On them $S(q)=\lambda+\Delta G-e$, so the first term is constant. The second is a harmonic energy, which is never negative and vanishes only when its argument is zero. Hence $R(q)\ge(\lambda+\Delta G-e)^2/(4\lambda)$, with equality only at

$$q^*=\frac{\lambda+\Delta G-e}{2\lambda}\,d .$$

This point does have gap $e$: since $S(x\,d)=2x\lambda$, we get $S(q^*)=\lambda+\Delta G-e$. The bound is therefore attained. The seam is the case $e=0$.

The formula holds for either sign of $\lambda+\Delta G$. If $\Delta G<-\lambda$, the lowest crossing lies on the far side of the reactant minimum from the product, which is the geometry of the inverted region.

## Two modes with numbers

Take dimensionless coordinates and energies in eV, with $k=(0.3,\,0.8)$, $d=(2,\,1)$ and $\Delta G=-0.2$. Then $\lambda=0.6+0.4=1.0$, and the predicted barrier is $0.8^2/4=0.16$.

The lowest crossing is at $q^*=0.4\,d=(0.8,\,0.4)$. There the reactant energy is $0.096+0.064=0.16$, and the product energy is $0.216+0.144-0.2=0.16$, as required.

The point $q=(0,1)$ is also on the seam, since both energies equal $0.4$ there. Its deviation from $q^*$ is $(-0.8,\,0.6)$, with harmonic energy $0.096+0.144=0.24$. This accounts for the whole excess over $0.16$.

## Obtaining the barrier from sampled gaps

In a simulation the force constants and displacements of a solvent are rarely listed mode by mode, but the gap $g$ can be evaluated at each snapshot by computing both state energies at the same nuclear positions. In the present model the classical thermal average of $q$ is $0$ on the reactant surface and $d$ on the product surface. Because $g$ is affine in $q$, its averages are

$$\langle g\rangle_R=\lambda+\Delta G,\qquad \langle g\rangle_P=\Delta G-\lambda .$$

Half their difference is $\lambda$ and half their sum is $\Delta G$, and these two values go into the barrier formula. Thermal averages play no part in the theorems below, which concern energies at fixed configurations.

When the force constants and displacements are known mode by mode, $\lambda$ needs no sampling: it is the sum of $k_i d_i^2/2$ over the modes. The barrier formula then also requires $\Delta G$, the energy difference between the two minima.

## Surfaces, gap and seam in Lean

The modes are indexed by an arbitrary finite type `ι`, and a configuration is a function `ι → ℝ`. For $n$ modes this is $\mathbb{R}^n$.

```lean
import Mathlib

open Finset

namespace MarcusSeam

noncomputable section

variable {ι : Type*} [Fintype ι]
```

The reactant energy is the harmonic sum, with its minimum at the origin and its zero of energy there.

```lean
/-- Harmonic energy of the reactant state at the configuration `q`, with force constants `k`. -/
def reactantEnergy (k q : ι → ℝ) : ℝ := ∑ i, k i * q i ^ 2 / 2
```

The product surface reuses the same function at `q - d` and adds `dG`. This builds in the main idealisation: both states have the same force constants and the same normal coordinates, so the modes neither change frequency nor mix.

```lean
/-- Energy of the product state: the same harmonic surface, displaced by `d` and offset
by the reaction energy `dG`. -/
def productEnergy (k d : ι → ℝ) (dG : ℝ) (q : ι → ℝ) : ℝ := reactantEnergy k (q - d) + dG
```

The reorganisation energy $\lambda$ is `reorgEnergy k d`. It is the energy of the reactant state at the product's equilibrium geometry.

```lean
/-- Reorganisation energy of the displacement `d`. -/
def reorgEnergy (k d : ι → ℝ) : ℝ := ∑ i, k i * d i ^ 2 / 2
```

The gap has the sign convention used above, product minus reactant.

```lean
/-- Vertical energy gap, product minus reactant, at the configuration `q`. -/
def gap (k d : ι → ℝ) (dG : ℝ) (q : ι → ℝ) : ℝ :=
  productEnergy k d dG q - reactantEnergy k q
```

The seam is defined by equality of the two energies, as in the physical question, and its description through the gap is left to a proof.

```lean
/-- The crossing seam: all configurations at which reactant and product have equal energy. -/
def seam (k d : ι → ℝ) (dG : ℝ) : Set (ι → ℝ) :=
  {q | reactantEnergy k q = productEnergy k d dG q}
```

The main theorems make two assumptions about the model. `hk : ∀ i, 0 < k i` says that every mode has a restoring force, so that each state has a stable equilibrium. `hd : d ≠ 0` says that the transfer changes the equilibrium geometry in at least one mode. Without such a change the two surfaces are parallel, and they either never meet or coincide.

The model contains no electronic coupling, no temperature and no dynamics. What is established is the activation energy that enters the Marcus rate expression, for finitely many harmonic modes with common force constants; the rate constant itself is not derived.

## Splitting the energy by the gap

The first lemma gives $\lambda>0$. From `d ≠ 0` it extracts a mode `j` with `d j ≠ 0`. All terms of the sum are nonnegative and the term for `j` is positive, so the sum is positive.

```lean
/-- With positive force constants and a nonzero displacement the reorganisation energy is
positive. -/
theorem reorgEnergy_pos {k d : ι → ℝ} (hk : ∀ i, 0 < k i) (hd : d ≠ 0) :
    0 < reorgEnergy k d := by
  obtain ⟨j, hj⟩ := Function.ne_iff.mp hd
  have hj' : d j ≠ 0 := hj
  unfold reorgEnergy
  refine Finset.sum_pos' (fun i _ => ?_) ⟨j, Finset.mem_univ j, ?_⟩
  · have := hk i
    positivity
  · have := hk j
    positivity
```

The second lemma supplies the two properties of the deviation energy: it is nonnegative, and it is zero only for zero deviation. If a sum of nonnegative terms vanishes, each term vanishes, and a nonzero `q i` would contradict this because `k i` is positive.

```lean
/-- With positive force constants the harmonic energy is nonnegative, and it vanishes only at
the minimum of the well. -/
theorem reactantEnergy_nonneg_and_eq_zero_iff {k : ι → ℝ} (hk : ∀ i, 0 < k i) (q : ι → ℝ) :
    0 ≤ reactantEnergy k q ∧ (reactantEnergy k q = 0 ↔ q = 0) := by
  have hn : ∀ i ∈ (Finset.univ : Finset ι), 0 ≤ k i * q i ^ 2 / 2 := by
    intro i _
    have := hk i
    positivity
  refine ⟨Finset.sum_nonneg hn, fun h => ?_, fun h => by simp [h, reactantEnergy]⟩
  funext i
  have hi := (Finset.sum_eq_zero_iff_of_nonneg hn).mp h i (Finset.mem_univ i)
  by_contra hq
  have hq' : q i ≠ 0 := hq
  have hki := hk i
  have : 0 < k i * q i ^ 2 / 2 := by positivity
  linarith
```

Next comes the expansion of $R(q-x\,d)$. The proof gathers the right-hand side into one sum over modes and checks the identity term by term with `ring`. It needs no assumption on the signs of the force constants.

```lean
/-- Expansion in `x` of the harmonic energy at `q - x • d`: the energy at `q`, a term linear in `x`,
and `x ^ 2` times the reorganisation energy. -/
theorem reactantEnergy_sub_smul (k d q : ι → ℝ) (x : ℝ) :
    reactantEnergy k (q - x • d)
      = reactantEnergy k q - x * (∑ i, k i * d i * q i) + x ^ 2 * reorgEnergy k d := by
  unfold reactantEnergy reorgEnergy
  rw [Finset.mul_sum, Finset.mul_sum, ← Finset.sum_sub_distrib, ← Finset.sum_add_distrib]
  refine Finset.sum_congr rfl fun i _ => ?_
  simp only [Pi.sub_apply, Pi.smul_apply, smul_eq_mul]
  ring
```

Setting $x=1$ turns $R(q-x\,d)$ into the displaced part of the product energy. The affine formula for the gap follows at once.

```lean
/-- The vertical gap is an affine function of the configuration. -/
theorem gap_eq (k d : ι → ℝ) (dG : ℝ) (q : ι → ℝ) :
    gap k d dG q = reorgEnergy k d + dG - ∑ i, k i * d i * q i := by
  have h := reactantEnergy_sub_smul k d q 1
  rw [one_smul] at h
  unfold gap productEnergy
  rw [h]
  ring
```

The completed square is stated with $S(q)$ written as $\lambda+\Delta G-g(q)$, so that the gap appears explicitly. In the proof, `hS` converts this expression back to the sum $\sum_i k_i d_i q_i$, and the expansion above is applied with $x=S(q)/(2\lambda)$. The remaining algebra is done by `field_simp` and `ring`, with `hL` providing $\lambda\neq0$ for the division.

```lean
/-- For positive force constants and nonzero displacement, the reactant energy is a Marcus
parabola in the vertical gap plus the harmonic energy of the deviation from a point on the
line through the two minima. -/
theorem reactantEnergy_decomp {k d : ι → ℝ} (hk : ∀ i, 0 < k i) (hd : d ≠ 0) (dG : ℝ)
    (q : ι → ℝ) :
    reactantEnergy k q
      = (reorgEnergy k d + dG - gap k d dG q) ^ 2 / (4 * reorgEnergy k d)
        + reactantEnergy k
            (q - ((reorgEnergy k d + dG - gap k d dG q) / (2 * reorgEnergy k d)) • d) := by
  have hL : reorgEnergy k d ≠ 0 := (reorgEnergy_pos hk hd).ne'
  have hS : reorgEnergy k d + dG - gap k d dG q = ∑ i, k i * d i * q i := by
    rw [gap_eq]
    ring
  rw [hS, reactantEnergy_sub_smul]
  -- completing the square in the coordinate along `d`
  field_simp
  ring
```

## The lowest energy at each gap

`IsLeast A m` means that `m` belongs to the set `A` and that no element of `A` is smaller. Here `A` is the set of reactant energies found among the configurations with gap `e`. The theorem therefore says that the value $(\lambda+\Delta G-e)^2/(4\lambda)$ is a minimum that some configuration reaches, and not merely a lower bound. As a function of $e$ it is the Marcus parabola in the energy-gap coordinate.

The proof has the two parts of the derivation by hand. For attainment, `hc` is the identity $S(x\,d)=2x\lambda$, and `hg` uses it to show that the point $q^*$ has gap `e`. In the decomposition at that point the deviation is zero, so only the parabola remains. For the lower bound, an arbitrary `q` with gap `e` is inserted into the decomposition, and the nonnegative deviation energy is discarded.

```lean
/-- For positive force constants and nonzero displacement, the least reactant energy among
configurations with vertical gap `e` is attained and equals `(λ + dG - e)² / (4 λ)`, with `λ`
the reorganisation energy. -/
theorem isLeast_reactantEnergy_gap {k d : ι → ℝ} (hk : ∀ i, 0 < k i) (hd : d ≠ 0)
    (dG e : ℝ) :
    IsLeast (reactantEnergy k '' {q | gap k d dG q = e})
      ((reorgEnergy k d + dG - e) ^ 2 / (4 * reorgEnergy k d)) := by
  have hL : reorgEnergy k d ≠ 0 := (reorgEnergy_pos hk hd).ne'
  have hc : ∀ x : ℝ, ∑ i, k i * d i * (x • d) i = 2 * x * reorgEnergy k d := by
    intro x
    unfold reorgEnergy
    rw [Finset.mul_sum]
    refine Finset.sum_congr rfl fun i _ => ?_
    simp only [Pi.smul_apply, smul_eq_mul]
    ring
  -- the point on the line through the minima that has gap `e`
  have hg : gap k d dG (((reorgEnergy k d + dG - e) / (2 * reorgEnergy k d)) • d) = e := by
    have hx : 2 * ((reorgEnergy k d + dG - e) / (2 * reorgEnergy k d)) * reorgEnergy k d
        = reorgEnergy k d + dG - e := by
      field_simp
    rw [gap_eq, hc, hx]
    ring
  refine ⟨⟨_, hg, ?_⟩, ?_⟩
  · have h := reactantEnergy_decomp hk hd dG
      (((reorgEnergy k d + dG - e) / (2 * reorgEnergy k d)) • d)
    rw [hg, sub_self, (reactantEnergy_nonneg_and_eq_zero_iff hk 0).2.mpr rfl, add_zero] at h
    exact h
  · rintro _ ⟨q, hq, rfl⟩
    have hq' : gap k d dG q = e := hq
    have h := reactantEnergy_decomp hk hd dG q
    rw [hq'] at h
    have hn := (reactantEnergy_nonneg_and_eq_zero_iff hk
      (q - ((reorgEnergy k d + dG - e) / (2 * reorgEnergy k d)) • d)).1
    linarith
```

## The barrier and its unique location

The seam is the set of configurations with gap zero. The step `hs` proves this equality of sets, and the barrier is then the previous theorem with `e` equal to `0`. With a single mode the seam is one point, and the theorem gives the energy there.

```lean
/-- Marcus barrier in many dimensions: for positive force constants and nonzero displacement,
the reactant energy on the crossing seam has the attained minimum `(λ + dG)² / (4 λ)`, with `λ`
the reorganisation energy. -/
theorem marcus_barrier {k d : ι → ℝ} (hk : ∀ i, 0 < k i) (hd : d ≠ 0) (dG : ℝ) :
    IsLeast (reactantEnergy k '' seam k d dG)
      ((reorgEnergy k d + dG) ^ 2 / (4 * reorgEnergy k d)) := by
  have hs : seam k d dG = {q | gap k d dG q = 0} := by
    ext q
    simp only [seam, gap, Set.mem_ofPred_eq, sub_eq_zero]
    exact eq_comm
  have h := isLeast_reactantEnergy_gap hk hd dG 0
  rw [sub_zero] at h
  rw [hs]
  exact h
```

The last theorem identifies the configuration. It takes any `q` on the seam and states that its reactant energy equals the barrier exactly when `q` is the point $\frac{\lambda+\Delta G}{2\lambda}\,d$. Every other crossing therefore costs strictly more. This uniqueness is stated for the seam, while the theorem for general `e` covers the minimum value and its attainment.

The proof rewrites the equation for `q` as the vanishing of a deviation, and then as the vanishing of that deviation's harmonic energy. On the seam, the decomposition says that the reactant energy is the barrier plus this deviation energy, so each direction is a linear step.

```lean
/-- For positive force constants and nonzero displacement, a seam configuration has the
barrier energy exactly when it is the point `((λ + dG) / (2 λ)) • d`, with `λ` the
reorganisation energy. -/
theorem barrier_attained_iff {k d : ι → ℝ} (hk : ∀ i, 0 < k i) (hd : d ≠ 0) (dG : ℝ)
    {q : ι → ℝ} (hq : q ∈ seam k d dG) :
    reactantEnergy k q = (reorgEnergy k d + dG) ^ 2 / (4 * reorgEnergy k d)
      ↔ q = ((reorgEnergy k d + dG) / (2 * reorgEnergy k d)) • d := by
  have hg : gap k d dG q = 0 := sub_eq_zero.mpr (Eq.symm hq)
  have h := reactantEnergy_decomp hk hd dG q
  rw [hg, sub_zero] at h
  -- the barrier energy is reached exactly when the deviation costs no energy
  rw [← sub_eq_zero (a := q), ← (reactantEnergy_nonneg_and_eq_zero_iff hk _).2]
  constructor <;> intro h' <;> linarith

end

end MarcusSeam
```

```lean
#print axioms MarcusSeam.marcus_barrier
#print axioms MarcusSeam.barrier_attained_iff
```

```
'MarcusSeam.marcus_barrier' depends on axioms: [propext, Classical.choice, Quot.sound]
'MarcusSeam.barrier_attained_iff' depends on axioms: [propext, Classical.choice, Quot.sound]
```
